# Summing a product of two linear functions of the deviation from the mean

For finitely many real data points $x_i$ with arithmetic mean $\bar x$, the lemma `sum_affine` states that $\sum_i (p + q(x_i-\bar x))(u + v(x_i-\bar x)) = npu + qv\,S_{xx}$, where $S_{xx} = \sum_i (x_i-\bar x)^2$ and $p, q, u, v$ are any real numbers. All points carry equal weight, and the statement is purely algebraic: no noise or probability distribution enters it. The attempt expands the product under the sum, splits the result into a constant, a linear and a quadratic part, and takes the constant factors outside. The linear part then vanishes because deviations from the mean sum to zero (`sum_dev`), and `ring` is left to match the rest.

This version doesn't compile in Lean 4 with Mathlib:

```lean
import Mathlib

open MeasureTheory ProbabilityTheory

namespace LineFitUncertainty

noncomputable section

variable {n : ℕ} {Ω : Type*} [MeasurableSpace Ω]

/-- The arithmetic mean of `n` numbers. -/
def mean (x : Fin n → ℝ) : ℝ := (∑ i, x i) / n

/-- The spread of the abscissae: the sum of squared deviations from their mean. -/
def sxx (x : Fin n → ℝ) : ℝ := ∑ i, (x i - mean x) ^ 2

/-- Deviations from the mean sum to zero. -/
theorem sum_dev (x : Fin n → ℝ) : ∑ i, (x i - mean x) = 0 := by
  rcases Nat.eq_zero_or_pos n with rfl | hn
  · simp
  · have hn' : (n : ℝ) ≠ 0 := Nat.cast_ne_zero.mpr hn.ne'
    have h : (n : ℝ) * ((∑ i, x i) / n) = ∑ i, x i := by field_simp
    simp only [mean, Finset.sum_sub_distrib, Finset.sum_const, Finset.card_univ,
      Fintype.card_fin, nsmul_eq_mul]
    linarith

/-- The sum over the data of a product of two linear functions of the deviation. -/
theorem sum_affine (x : Fin n → ℝ) (p q u v : ℝ) :
    ∑ i, (p + q * (x i - mean x)) * (u + v * (x i - mean x)) = n * p * u + q * v * sxx x := by
  calc _ = ∑ i, (p * u + (p * v + q * u) * (x i - mean x) + q * v * (x i - mean x) ^ 2) :=
        Finset.sum_congr rfl fun i _ => by ring
    _ = _ := by
        rw [Finset.sum_add_distrib, Finset.sum_add_distrib, ← Finset.mul_sum,
          ← Finset.mul_sum, sum_dev x]
        simp only [Finset.sum_const, Finset.card_univ, Fintype.card_fin, nsmul_eq_mul, sxx]
        ring

end

end LineFitUncertainty
```

Compiling this gives:

```
Try this:
  [apply] ring_nf
  
  The `ring` tactic failed to close the goal. Use `ring_nf` to obtain a normal form.
    
  Note that `ring` works primarily in *commutative* rings. If you have a noncommutative ring, abelian group or module, consider using `noncomm_ring`, `abel` or `module` instead.
Main.lean:32:13: error: unsolved goals
n : ℕ
x : Fin n → ℝ
p q u v : ℝ
⊢ p * ↑n * u + ∑ x_1, (-(v * q * x x_1 * mean x * 2) + v * q * x x_1 ^ 2 + v * q * mean x ^ 2) =
    p * ↑n * u + v * q * ∑ x_1, (-(mean x * x x_1 * 2) + mean x ^ 2 + x x_1 ^ 2)
```

Cause. The error says that the final `ring` left the goal unsolved. In the goal it shows, the factor `v * q` stands inside the sum on the left and outside it on the right. `ring` tidies the terms under a sum but does not move a constant factor across the summation sign, so it cannot match the two sides.

The factor was left inside because the rewrites with `← Finset.mul_sum` ran out. There were two, meant for the linear and the quadratic sums. But the constant part, `∑ i, p * u`, also has the form of a factor times a summand, with `u` as a constant summand, and it used up one of them, becoming `p * ∑ i, u`. The other went to the linear sum, which `sum_dev x` then set to zero, and the quadratic sum was never factored.

The repair adds a third `← Finset.mul_sum`, which takes `q * v` out of the quadratic sum. Once `simp only` has evaluated the constant sum and unfolded `sxx`, both sides contain the same sum of squares with the same factor outside, and `ring` closes the goal.

As a diff, the version that Lean accepts:

```diff
@@ -31,5 +31,5 @@
         Finset.sum_congr rfl fun i _ => by ring
     _ = _ := by
-        rw [Finset.sum_add_distrib, Finset.sum_add_distrib, ← Finset.mul_sum,
+        rw [Finset.sum_add_distrib, Finset.sum_add_distrib, ← Finset.mul_sum, ← Finset.mul_sum,
           ← Finset.mul_sum, sum_dev x]
         simp only [Finset.sum_const, Finset.card_univ, Fintype.card_fin, nsmul_eq_mul, sxx]
```
